# The squared norm of the unnormalised stretched spinor with orbital part sin^l θ e^{ilφ} is 2π times a positive sine moment

Take a spin-up particle on the unit sphere in the state with orbital part sin^l θ e^{ilφ}, where l is any natural number and the state is left unnormalised. The lemma says that its squared norm, taken with the area element sin θ dθ dφ, is 2π times the integral of sin^(2l+1) θ from 0 to π, and that this norm is positive. The attempt puts in the density sin^(2l) θ, does the φ integral of a constant to get 2π, and then matches the two θ integrals. Positivity of the remaining integral comes from Mathlib's `integral_sin_pow_pos`.

This version doesn't compile in Lean 4 with Mathlib:

```lean
import Mathlib

open Real (sin cos pi)

namespace StretchedQuadrupole

noncomputable section

/-- The angular density of a two-component spinor: the sum of the squared moduli of its
spin-up and spin-down components. -/
def density (ψ : ℝ → ℝ → ℂ × ℂ) (θ φ : ℝ) : ℝ :=
  ‖(ψ θ φ).1‖ ^ 2 + ‖(ψ θ φ).2‖ ^ 2

/-- The squared norm of a spinor on the unit sphere, with area element `sin θ dθ dφ`. -/
def sphereNorm (ψ : ℝ → ℝ → ℂ × ℂ) : ℝ :=
  ∫ θ in (0 : ℝ)..pi, ∫ φ in (0 : ℝ)..(2 * pi), density ψ θ φ * sin θ

/-- The unnormalised stretched state: orbital part `sin^l θ e^{ilφ}` with spin up. -/
def stretched (l : ℕ) (θ φ : ℝ) : ℂ × ℂ :=
  (((sin θ : ℝ) : ℂ) ^ l * Complex.exp ((((l : ℝ) * φ : ℝ) : ℂ) * Complex.I), 0)

/-- The angular density of the stretched state is `sin^(2l) θ`. -/
theorem density_stretched (l : ℕ) (θ φ : ℝ) :
    density (stretched l) θ φ = sin θ ^ (2 * l) := by
  have h : ‖((sin θ : ℝ) : ℂ) ^ l *
      Complex.exp ((((l : ℝ) * φ : ℝ) : ℂ) * Complex.I)‖ ^ 2 = sin θ ^ (2 * l) := by
    rw [norm_mul, Complex.norm_exp_ofReal_mul_I, mul_one, norm_pow, Complex.norm_real,
      Real.norm_eq_abs, ← pow_mul, mul_comm l 2, pow_mul, sq_abs, ← pow_mul]
  simp only [density, stretched]
  rw [h]
  simp

/-- The squared norm of the stretched state is `2π` times a sine moment, and it is
positive. -/
theorem sphereNorm_stretched (l : ℕ) :
    sphereNorm (stretched l) = 2 * pi * (∫ θ in (0 : ℝ)..pi, sin θ ^ (2 * l + 1)) ∧
      0 < sphereNorm (stretched l) := by
  have h : sphereNorm (stretched l) =
      2 * pi * ∫ θ in (0 : ℝ)..pi, sin θ ^ (2 * l + 1) := by
    simp only [sphereNorm, density_stretched, intervalIntegral.integral_const, smul_eq_mul,
      sub_zero]
    rw [← intervalIntegral.integral_const_mul]
    congr 1
    funext θ
    ring
  have hI : 0 < ∫ θ in (0 : ℝ)..pi, sin θ ^ (2 * l + 1) := by
    apply integral_sin_pow_pos
  refine ⟨h, ?_⟩
  rw [h]
  exact mul_pos (mul_pos two_pos Real.pi_pos) hI

end

end StretchedQuadrupole
```

The error:

```
Main.lean:44:4: error: No goals to be solved
```

Cause. The message "No goals to be solved" points at `funext θ`, and it means that nothing was left to prove when Lean got there. After the constant 2π has been moved inside the integral on the right, the two integrands differ only in that one has `sin θ ^ (2 * l) * sin θ` and the other `sin θ ^ (2 * l + 1)`. The attempt expected `congr 1` to leave the equality of these integrands as a goal, for `funext θ` and `ring` to prove. But `congr 1` also tries to close the goals it makes by reflexivity, and here that is enough, since a real power with exponent n + 1 unfolds by definition to the n-th power times the base. So `funext θ` had no goal to act on, and Lean reported an error.

The repair deletes `funext θ`, which removes the error. It deletes `ring` too, which would have failed in the same way, having no goal either.

This version goes through:

```diff
@@ -42,6 +42,4 @@
     rw [← intervalIntegral.integral_const_mul]
     congr 1
-    funext θ
-    ring
   have hI : 0 < ∫ θ in (0 : ℝ)..pi, sin θ ^ (2 * l + 1) := by
     apply integral_sin_pow_pos
```
